# The ratio of Sharvin to Maxwell resistance of a circular orifice, R_S/R_M = 8l/(3πa)

## Definitions and conventions

Two half-spaces of a metal are joined by a circular hole of radius a in a thin insulating screen. The carriers are free, non-interacting fermions with two spin states, charge e, mass m and energy ħ²k²/(2m), at zero temperature. All quantities are real numbers in one consistent system of units, and `hbar` is ħ.

```lean
import Mathlib

open Real MeasureTheory Filter Topology

namespace SharvinMaxwell

noncomputable section
```

The polar angle θ is measured from the normal to the screen and φ is the azimuth. The flux integral F(θ₀) integrates cos θ over a cone of half-angle θ₀, and θ₀ = π/2 is the forward hemisphere.

```lean
/-- Integral of `cos θ` with solid-angle element `sin θ dθ dφ` over the cone of half-angle `θ₀`. -/
def coneFlux (θ₀ : ℝ) : ℝ := ∫ _φ in (0 : ℝ)..(2 * π), ∫ θ in (0 : ℝ)..θ₀, sin θ * cos θ

/-- Planck's constant `h = 2πħ`. -/
def planck (hbar : ℝ) : ℝ := 2 * π * hbar
```

With h = 2πħ and Fermi wave number k, the Sharvin conductance per area g and the Sharvin resistance are

    g = 2e²k²/((2π)³ħ) · F(π/2),   R_S = 1/(g · πa²).

Multiplying by the geometric area assumes that every state aimed at the hole passes, with no diffraction and no scattering.

```lean
/-- Sharvin conductance per area: `2e²k²/((2π)³ħ)` times the hemisphere integral of `cos θ`. -/
def sharvinPerArea (e hbar k : ℝ) : ℝ :=
  2 * e ^ 2 * k ^ 2 / ((2 * π) ^ 3 * hbar) * coneFlux (π / 2)

/-- Sharvin resistance of a circular orifice of area `πa²`. -/
def sharvinResistance (e hbar k a : ℝ) : ℝ := 1 / (sharvinPerArea e hbar k * (π * a ^ 2))
```

The prefactor of g is derived below from the current density j(K) of forward-moving states with wave number up to K, where K(E) = √(2mE)/ħ at energy E.

```lean
/-- Free-electron wave number `√(2mE)/ħ` at energy `E`. -/
def waveNumber (hbar m E : ℝ) : ℝ := √(2 * m * E) / hbar

/-- Current density carried by the forward-moving states (two spins, speed `ħk/m`) with wave
number up to `K`. -/
def oneWayCurrent (e hbar m K : ℝ) : ℝ :=
  2 * e / (2 * π) ^ 3 * (∫ k in (0 : ℝ)..K, k ^ 2 * (hbar * k / m)) * coneFlux (π / 2)
```

For diffusive flow, with r the distance from the axis and z the height above the screen, the equipotentials are the half-spheroids r²/(a²(1+x²)) + z²/(a²x²) = 1, where x has the sign of z and x = 0 is the hole. In a medium of resistivity ρ the shell between x and x + dx has resistance ρ dx/(2πa(1+x²)). This expression is assumed, and Laplace's equation does not enter the formal development. As a plausibility check, at large x the shell is a hemisphere of radius s = ax, and ρ ds/(2πs²) = ρ dx/(2πax²). The Maxwell resistance R_M puts all shells in series.

```lean
/-- Resistance per unit spheroidal coordinate `x` of the shell around an orifice of radius `a`. -/
def shellResistance (ρ a x : ℝ) : ℝ := ρ / (2 * π * a * (1 + x ^ 2))

/-- Maxwell resistance: all shells `x ∈ ℝ` in series. -/
def maxwellResistance (ρ a : ℝ) : ℝ := ∫ x : ℝ, shellResistance ρ a x
```

The density n = k³/(3π²) and the Drude resistivity ρ = ħk/(ne²l), with mean free path l, are definitions as well.

```lean
/-- Free-electron density `k³/(3π²)`. -/
def density (k : ℝ) : ℝ := k ^ 3 / (3 * π ^ 2)

/-- Drude resistivity `ħk/(n e² l)` with mean free path `l`. -/
def drudeResistivity (e hbar k l : ℝ) : ℝ := hbar * k / (density k * e ^ 2 * l)
```

The descriptions below of what fails when a hypothesis is removed are arguments on paper, which Lean has not checked.

## No hypothesis: the angular integral

    F(θ₀) = 2π ∫₀^θ₀ sin θ cos θ dθ = 2π · sin²θ₀/2 = π sin²θ₀,   F(π/2) = π.

This holds for every real θ₀, although only 0 ≤ θ₀ ≤ π describes a cone. In `coneFlux_eq` the θ integral is `integral_sin_mul_cos₁`, and `intervalIntegral.integral_const` supplies the factor 2π.

```lean
/-- The flux integral over a cone of half-angle `θ₀` equals `π sin² θ₀`. -/
theorem coneFlux_eq (θ₀ : ℝ) : coneFlux θ₀ = π * sin θ₀ ^ 2 := by
  unfold coneFlux
  simp only [integral_sin_mul_cos₁, intervalIntegral.integral_const, smul_eq_mul, sin_zero]
  ring

/-- The flux integral over the hemisphere equals `π`. -/
theorem hemisphere_flux : coneFlux (π / 2) = π := by
  rw [coneFlux_eq, sin_pi_div_two]
  ring
```

## ħ ≠ 0: the Sharvin formula

Inserting F(π/2) = π and multiplying by h gives

    g = 2e²k²π/(8π³ħ) = e²k²/(4π²ħ),   h g = e²k²/(2π) = 2e² · k²/(4π).

The hypothesis `hh : hbar ≠ 0` permits the cancellation of ħ, which `field_simp` performs. At ħ = 0 the left side carries the factor h = 0 while the right side is e²k²/(2π).

```lean
/-- Sharvin formula: `h` times the conductance per area equals `2e² · k²/(4π)`. -/
theorem sharvin_per_area (e hbar k : ℝ) (hh : hbar ≠ 0) :
    planck hbar * sharvinPerArea e hbar k = 2 * e ^ 2 * (k ^ 2 / (4 * π)) := by
  have hπ := pi_ne_zero
  unfold planck sharvinPerArea
  rw [hemisphere_flux]
  field_simp
  ring
```

## ħ, m, μ > 0: the prefactor as a linear response

A forward-moving state has normal velocity (ħk/m) cos θ, and there are 2 d³k/(2π)³ states per volume. Hence

    j(K) = 2e/(2π)³ · ∫₀^K k²(ħk/m) dk · F(π/2) = 2e/(8π³) · ħK⁴/(4m) · π = eħK⁴/(16π²m).

With K⁴ = 4m²E²/ħ⁴ this becomes

    j(K(E)) = e m E²/(4π²ħ³).

Let the reservoirs have chemical potentials μ + eV and μ, measured from the band bottom, with V the voltage. The backward current from the second reservoir has the same form by symmetry, and the statement builds this in as a subtraction. The net current density J(V) = j(K(μ+eV)) − j(K(μ)) has

    dJ/dV at V = 0 = e m/(4π²ħ³) · 2μe = e²mμ/(2π²ħ³) = e²k²/(4π²ħ),

using mμ = ħ²k²/2 for k = K(μ). This is g.

The theorem `sharvin_linear_response` states that K(μ) > 0, that ħ²K(μ)²/(2m) = μ, and that J has derivative g at V = 0. Nothing is assumed of e, whose sign drops out of the derivative.

A positive mass (`hm`) is used by hand in squaring √(2mE) and in dividing by m. In the proof it enters `hk` through `Real.sq_sqrt`, which needs 2mE ≥ 0. For m < 0 and μ > 0 no real wave number has ħ²k²/(2m) = μ. Positive ħ (`hh`) fixes the sign of K and allows division; for ħ < 0 the first claim fails. Positive μ (`hμ`) means that the band is occupied. The formula for j(K(E)) is proved in `hcl` only for E ≥ 0, so the differentiation needs μ + eV to stay positive for small V, which is `hpos`. At μ = 0 the Fermi sea is empty, K(μ) = 0, and the first claim fails.

```lean
/-- For chemical potential `μ > 0` with Fermi wave number `k > 0`, `ħ²k²/(2m) = μ`, the net
current density between reservoirs at `μ + eV` and `μ` has `V`-derivative at `V = 0` equal to
the Sharvin conductance per area. -/
theorem sharvin_linear_response (e hbar m μ : ℝ) (hh : 0 < hbar) (hm : 0 < m) (hμ : 0 < μ) :
    0 < waveNumber hbar m μ ∧ hbar ^ 2 * waveNumber hbar m μ ^ 2 / (2 * m) = μ ∧
    HasDerivAt (fun V => oneWayCurrent e hbar m (waveNumber hbar m (μ + e * V))
        - oneWayCurrent e hbar m (waveNumber hbar m μ))
      (sharvinPerArea e hbar (waveNumber hbar m μ)) 0 := by
  have hπ := pi_ne_zero
  have hk : ∀ E, 0 ≤ E → waveNumber hbar m E ^ 2 = 2 * m * E / hbar ^ 2 := by
    intro E hE
    unfold waveNumber
    rw [div_pow, Real.sq_sqrt (by positivity)]
  -- radial integral of k² v(k)
  have hint : ∀ K : ℝ, ∫ k in (0 : ℝ)..K, k ^ 2 * (hbar * k / m) = hbar / m * (K ^ 4 / 4) := by
    intro K
    have hf : (fun k : ℝ => k ^ 2 * (hbar * k / m)) = fun k : ℝ => hbar / m * k ^ 3 := by
      funext k
      ring
    rw [hf, intervalIntegral.integral_const_mul, integral_pow]
    try push_cast
    ring
  -- the one-way current is quadratic in the chemical potential
  have hcl : ∀ E, 0 ≤ E → oneWayCurrent e hbar m (waveNumber hbar m E)
      = e * m / (4 * π ^ 2 * hbar ^ 3) * (E * E) := by
    intro E hE
    have h4 : waveNumber hbar m E ^ 4 = (2 * m * E / hbar ^ 2) ^ 2 := by
      rw [← hk E hE]
      ring
    unfold oneWayCurrent
    rw [hint, hemisphere_flux, h4]
    field_simp
  refine ⟨?_, ?_, ?_⟩
  · unfold waveNumber
    positivity
  · rw [hk μ hμ.le]
    field_simp
  · have h1 : HasDerivAt (fun V : ℝ => μ + e * V) e 0 := by
      simpa using ((hasDerivAt_id (0 : ℝ)).const_mul e).const_add μ
    have h2 : HasDerivAt
        (fun V : ℝ => e * m / (4 * π ^ 2 * hbar ^ 3) * ((μ + e * V) * (μ + e * V))
          - oneWayCurrent e hbar m (waveNumber hbar m μ))
        (e * m / (4 * π ^ 2 * hbar ^ 3) * (e * (μ + e * 0) + (μ + e * 0) * e)) 0 :=
      ((h1.fun_mul h1).const_mul _).sub_const _
    have hpos : ∀ᶠ V in 𝓝 (0 : ℝ), 0 < μ + e * V :=
      h1.continuousAt.tendsto.eventually (lt_mem_nhds (by simpa using hμ))
    refine (h2.congr_of_eventuallyEq ?_).congr_deriv ?_
    · filter_upwards [hpos] with V hV
      simp only [hcl _ hV.le]
    · unfold sharvinPerArea
      rw [hemisphere_flux, hk μ hμ.le]
      field_simp
      ring
```

The radial integral is `hint`, and `h2` differentiates the quadratic by the product rule. The last step is reusable whenever a closed form holds only near a point: differentiate the closed form, transfer the derivative with `congr_of_eventuallyEq`, prove the local agreement by `filter_upwards [hpos]`, and rewrite the value of the derivative with `congr_deriv`.

## a ≠ 0: the Maxwell formula

The shells with |x| ≤ X have total resistance

    R(X) = ρ/(2πa) · [arctan X − arctan(−X)] = ρ arctan X/(πa),

and over the whole line, where ∫ dx/(1+x²) = π,

    R_M = ρ/(2πa) · π = ρ/(2a).

Both theorems are stated multiplied out, as πa R(X) = ρ arctan X and 2a R_M = ρ, for arbitrary real ρ and X; `maxwell_resistance` also states that the integral converges absolutely. In each proof `hf` pulls out the constant ρ/(2πa), the integrals are `integral_inv_one_add_sq` and `integral_univ_inv_one_add_sq`, and `ha` lets `field_simp` cancel a. At a = 0 there is no hole, and 2aR_M = ρ would read 0 = ρ. The sign of a plays no part here.

```lean
/-- The shells between `x = -X` and `x = X` have total resistance `R` with
`π a R = ρ arctan X`. -/
theorem truncated_maxwell (ρ a X : ℝ) (ha : a ≠ 0) :
    π * a * ∫ x in (-X)..X, shellResistance ρ a x = ρ * arctan X := by
  have hπ := pi_ne_zero
  have hf : (fun x => shellResistance ρ a x) = fun x : ℝ => ρ / (2 * π * a) * (1 + x ^ 2)⁻¹ := by
    funext x
    unfold shellResistance
    rw [← div_div, div_eq_mul_inv]
  rw [hf, intervalIntegral.integral_const_mul, integral_inv_one_add_sq, arctan_neg]
  field_simp
  ring

/-- Maxwell formula: the shell resistance is integrable over the real line and the total `R`
obeys `2 a R = ρ`. -/
theorem maxwell_resistance (ρ a : ℝ) (ha : a ≠ 0) :
    Integrable (fun x => shellResistance ρ a x) ∧ 2 * a * maxwellResistance ρ a = ρ := by
  have hπ := pi_ne_zero
  have hf : (fun x => shellResistance ρ a x) = fun x : ℝ => ρ / (2 * π * a) * (1 + x ^ 2)⁻¹ := by
    funext x
    unfold shellResistance
    rw [← div_div, div_eq_mul_inv]
  unfold maxwellResistance
  rw [hf]
  refine ⟨integrable_inv_one_add_sq.const_mul _, ?_⟩
  rw [MeasureTheory.integral_const_mul, integral_univ_inv_one_add_sq]
  field_simp
```

At X = 1 the first theorem gives R = ρ/(4a): half of the Maxwell resistance lies in the shells |x| ≤ 1. An easy mistake is to integrate over x ≥ 0 only. That also gives ρ/(4a), the spreading resistance of one side, and it would double the ratio below. One could instead define R_M as the limit of R(X) for X → ∞, stated with `Tendsto`. The value would be the same, since arctan X → π/2, but the integrability claim would give way to a statement about symmetric truncations.

## e ≠ 0 and ħ, k, l, a > 0: the ratio and the crossover

From g and the definitions of n and ρ,

    R_S = 4π²ħ/(e²k² · πa²) = 4πħ/(e²k²a²),

    ρ = ħk · 3π²/(k³e²l) = 3π²ħ/(e²k²l).

These are `hS` and `hρ`, and `hM` is R_M = ρ/(2a). Then ρl = 3π²ħ/(e²k²) gives R_S = 4ρl/(3πa²), and

    R_S/R_M = [4πħ/(e²k²a²)] · [2e²k²la/(3π²ħ)] = 8l/(3πa).

The theorem `sharvin_maxwell_ratio` states R_S > 0, R_M > 0, g = (2e²/h) k²/(4π), R_M = ρ/(2a), R_S = 4ρl/(3πa²) and the ratio. Here k is a free parameter and m does not appear; taking k = K(μ) connects it to the linear response.

```lean
/-- With the Drude resistivity `ρ` of free electrons, both resistances are positive, the Sharvin
conductance per area is `(2e²/h) k²/(4π)`, `R_M = ρ/(2a)`, `R_S = 4ρl/(3πa²)`, and
`R_S/R_M = 8l/(3πa)`. -/
theorem sharvin_maxwell_ratio (e hbar k l a : ℝ) (he : e ≠ 0) (hh : 0 < hbar) (hk : 0 < k)
    (hl : 0 < l) (ha : 0 < a) :
    0 < sharvinResistance e hbar k a ∧
    0 < maxwellResistance (drudeResistivity e hbar k l) a ∧
    sharvinPerArea e hbar k = 2 * e ^ 2 / planck hbar * (k ^ 2 / (4 * π)) ∧
    maxwellResistance (drudeResistivity e hbar k l) a = drudeResistivity e hbar k l / (2 * a) ∧
    sharvinResistance e hbar k a = 4 * drudeResistivity e hbar k l * l / (3 * π * a ^ 2) ∧
    sharvinResistance e hbar k a / maxwellResistance (drudeResistivity e hbar k l) a
      = 8 * l / (3 * π * a) := by
  have hπ := pi_pos
  have hS : sharvinResistance e hbar k a = 4 * π * hbar / (e ^ 2 * k ^ 2 * a ^ 2) := by
    unfold sharvinResistance sharvinPerArea
    rw [hemisphere_flux]
    field_simp
    ring
  have hρ : drudeResistivity e hbar k l = 3 * π ^ 2 * hbar / (e ^ 2 * k ^ 2 * l) := by
    unfold drudeResistivity density
    field_simp
  have hM : maxwellResistance (drudeResistivity e hbar k l) a
      = drudeResistivity e hbar k l / (2 * a) := by
    rw [eq_div_iff (by positivity)]
    linarith [(maxwell_resistance (drudeResistivity e hbar k l) a ha.ne').2]
  refine ⟨?_, ?_, ?_, hM, ?_, ?_⟩
  · rw [hS]
    positivity
  · rw [hM, hρ]
    positivity
  · unfold planck sharvinPerArea
    rw [hemisphere_flux]
    field_simp
    ring
  · rw [hS, hρ]
    field_simp
  · -- e, ħ and k cancel in the ratio
    rw [hM, hS, hρ]
    field_simp
    ring
```

Each hypothesis makes a factor nonzero for `field_simp` or gives a sign for `positivity`. Charged carriers (`he`) are needed for a finite resistance. At e = 0 the conductance vanishes, Lean's convention 1/0 = 0 gives R_S = 0, and the positivity claim fails. A filled Fermi sea (`hk`) plays the same part at k = 0; since only k² survives in `hS` and `hρ`, k ≠ 0 would have served. For ħ < 0 both resistances are negative while the ratio keeps its value. For l < 0 or a < 0 alone, R_S stays positive and R_M is negative. In `hM`, `ha` clears the denominator 2a and feeds `maxwell_resistance`.

Since R_M > 0, the inequality R_M < R_S is equivalent to R_S/R_M > 1, and since 3πa > 0 this is equivalent to

    3πa < 8l.

The proof is `one_lt_div` applied twice with the ratio in between. The signs matter here. For l < 0 the resistances obey R_M < 0 < R_S while 3πa < 8l is false, and for ħ < 0 the inequality between the resistances reverses.

```lean
/-- The Sharvin resistance exceeds the Maxwell resistance exactly when `3πa < 8l`. -/
theorem ballistic_crossover (e hbar k l a : ℝ) (he : e ≠ 0) (hh : 0 < hbar) (hk : 0 < k)
    (hl : 0 < l) (ha : 0 < a) :
    maxwellResistance (drudeResistivity e hbar k l) a < sharvinResistance e hbar k a ↔
      3 * π * a < 8 * l := by
  have hπ := pi_pos
  obtain ⟨-, hM, -, -, -, hr⟩ := sharvin_maxwell_ratio e hbar k l a he hh hk hl ha
  rw [← one_lt_div hM, hr, one_lt_div (by positivity)]

end

end SharvinMaxwell
```

```lean
#print axioms SharvinMaxwell.sharvin_linear_response
-- 'SharvinMaxwell.sharvin_linear_response' depends on axioms: [propext, Classical.choice, Quot.sound]
#print axioms SharvinMaxwell.truncated_maxwell
-- 'SharvinMaxwell.truncated_maxwell' depends on axioms: [propext, Classical.choice, Quot.sound]
#print axioms SharvinMaxwell.sharvin_maxwell_ratio
-- 'SharvinMaxwell.sharvin_maxwell_ratio' depends on axioms: [propext, Classical.choice, Quot.sound]
#print axioms SharvinMaxwell.ballistic_crossover
-- 'SharvinMaxwell.ballistic_crossover' depends on axioms: [propext, Classical.choice, Quot.sound]
```

## Use and range

The theorem compares the ballistic formula, meant for a ≪ l, with the diffusive one, meant for a ≫ l. They are equal at a = 8l/(3π) ≈ 0.85 l, where neither describes the contact, and no resistance for the intermediate regime is derived.

In electronic-structure terms k²/(4π) = πk²/(2π)² is the area of the Fermi sphere projected on the plane of the screen, divided by (2π)², so for this free-electron, zero-temperature model the conductance is (2e²/h)(ka/2)². Within the same model, with its spherical Fermi surface, the product ρl = 3π²ħ/(e²k²) is fixed by k, so for a contact of known resistance R the ballistic formula gives a = √(4ρl/(3πR)). Using it is consistent when 8l/(3πa) ≫ 1, so that scattering near the hole is negligible, and ka ≫ 1, so that diffraction at the hole is negligible.
